# Seniority decomposition of particle-number eigenvectors in a finite-dimensional quasi-spin space

Let S+ and S- be adjoint to each other and N Hermitian on a finite-dimensional complex inner-product space, with [S+, S-] = N − W for a real constant W and [N, S+] = 2S+. If N ψ = n ψ, then ψ is a finite sum of mutually orthogonal vectors,

ψ = Σ_k (S+)^k v_k, with S- v_k = 0 and N v_k = (n − 2k) v_k.

S+ creates a collective pair, S- removes one, and N counts particles. The number n − 2k is the seniority of the k-th component: the particle number left once its k collective pairs are taken away.

## The quasi-spin relations

The space V is a complex inner-product space. Finite dimension is assumed only in the two theorems that split off a pair and decompose a state.

```lean
import Mathlib

open scoped InnerProductSpace

namespace SeniorityDecomposition

noncomputable section

variable {V : Type*} [NormedAddCommGroup V] [InnerProductSpace ℂ V]
```

The four hypotheses are, for all x and y,

⟨S+ x, y⟩ = ⟨x, S- y⟩, ⟨N x, y⟩ = ⟨x, N y⟩,

S+ S- x − S- S+ x = N x − W x, N S+ x − S+ N x = 2 S+ x.

For fermions in W pair levels, each made of two single-particle states, and with S+ the sum of the operators that fill one level with a pair, the constant W is the number of levels. If the pairs were independent bosons, one kind per level, the commutator would be the constant −W; the term N appears because an occupied level blocks a pair.

```lean
/-- Quasi-spin operators: pair creation `Sp`, its adjoint pair annihilation `Sm`, and a Hermitian
number operator `N`, with `[Sp, Sm] = N - W` and `[N, Sp] = 2 Sp`. -/
structure QuasiSpin (Sp Sm N : Module.End ℂ V) (W : ℝ) : Prop where
  adj : ∀ x y, ⟪Sp x, y⟫_ℂ = ⟪x, Sm y⟫_ℂ
  herm : ∀ x y, ⟪N x, y⟫_ℂ = ⟪x, N y⟫_ℂ
  pair : ∀ x, Sp (Sm x) - Sm (Sp x) = N x - (W : ℂ) • x
  raise : ∀ x, N (Sp x) - Sp (N x) = (2 : ℂ) • Sp x
```

`Module.End ℂ V` is the type of linear operators on V. The structure allows any real W and does not require N to have non-negative integer eigenvalues. Adding the same real constant to N and W preserves all four relations, so the zero of particle number is a matter of interpretation.

The pairing Hamiltonian is taken here in its simplest form, with one real coupling G and no single-particle energies:

H = −G S+ S-.

```lean
/-- The pairing Hamiltonian `-G S+ S-` with coupling strength `G`. -/
def pairingHamiltonian (G : ℝ) (Sp Sm : Module.End ℂ V) : Module.End ℂ V :=
  (-(G : ℂ)) • (Sp * Sm)
```

## Climbing and descending a ladder of pairs

Powers of S+ are unfolded one pair at a time:

(S+)^(k+1) x = S+ (S+)^k x.

```lean
variable {Sp Sm N : Module.End ℂ V} {W : ℝ}

/-- Creating `k + 1` pairs is creating `k` pairs and then one more. -/
theorem pow_succ_apply (S : Module.End ℂ V) (k : ℕ) (x : V) :
    (S ^ (k + 1)) x = S ((S ^ k) x) := by
  rw [pow_succ', Module.End.mul_apply]
```

Let N v = a v. If (S+)^k v has particle number a + 2k, then

N (S+)^(k+1) v = S+ N (S+)^k v + 2 (S+)^(k+1) v = (a + 2k + 2) (S+)^(k+1) v,

so by induction every added pair raises the particle number by two.

```lean
/-- Adding `k` pairs to a state with particle number `a` gives particle number `a + 2k`. -/
theorem number_ladder (h : QuasiSpin Sp Sm N W) {a : ℂ} {v : V} (hN : N v = a • v) (k : ℕ) :
    N ((Sp ^ k) v) = (a + 2 * k) • (Sp ^ k) v := by
  induction k with
  | zero => simp [hN]
  | succ k ih =>
    have e := h.raise ((Sp ^ k) v)
    rw [ih, map_smul, sub_eq_iff_eq_add] at e
    rw [pow_succ_apply, e]
    push_cast
    module
```

Now let S- v = 0 as well; such a v is called pair-free. The pair commutator gives S- S+ v = (W − a) v. Suppose that

S- (S+)^(k+1) v = (k+1)(W − a − k) (S+)^k v.

One step higher, S- S+ = S+ S- − (N − W) gives the coefficient

(k+1)(W − a − k) + W − a − 2(k+1) = (k+2)(W − a − k − 1),

which is the same formula with k replaced by k+1.

```lean
/-- Removing one pair from `k + 1` pairs on top of a pair-free state `v` gives a definite
multiple of the state with `k` pairs. -/
theorem ladder_down (h : QuasiSpin Sp Sm N W) {a : ℂ} {v : V} (hv : Sm v = 0)
    (hN : N v = a • v) (k : ℕ) :
    Sm ((Sp ^ (k + 1)) v) = (((k : ℂ) + 1) * (W - a - k)) • (Sp ^ k) v := by
  induction k with
  | zero =>
    have e := h.pair v
    rw [hv, map_zero, hN] at e
    rw [pow_succ_apply]
    simp only [pow_zero, Module.End.one_apply, Nat.cast_zero]
    linear_combination (norm := module) (-1 : ℂ) • e
  | succ k ih =>
    have e := h.pair ((Sp ^ (k + 1)) v)
    rw [ih, map_smul, ← pow_succ_apply Sp k v, number_ladder h hN (k + 1)] at e
    rw [pow_succ_apply Sp (k + 1) v]
    push_cast at e ⊢
    linear_combination (norm := module) (-1 : ℂ) • e
```

In both cases of the induction, `e` is the pair commutator applied to the current rung, and `linear_combination` with `module` compares the coefficients.

## Different numbers of pairs give orthogonal states

All components of ψ have the same particle number, so their orthogonality cannot come from N. It comes from moving S+ across the inner product. Let x be pair-free with N x = c x, let y be any vector, and let i < m + 1. For i = 0,

⟨(S+)^(m+1) y, x⟩ = ⟨(S+)^m y, S- x⟩ = 0.

For the next rung, with i < m,

⟨(S+)^(m+1) y, (S+)^(i+1) x⟩ = (i+1)(W − c − i) ⟨(S+)^m y, (S+)^i x⟩ = 0

by induction on i.

```lean
/-- States built from pair-free states of definite particle number by adding different numbers
of pairs are orthogonal. -/
theorem ladder_orthogonal (h : QuasiSpin Sp Sm N W) {a b : ℂ} {v w : V}
    (hv : Sm v = 0) (hNv : N v = a • v) (hw : Sm w = 0) (hNw : N w = b • w)
    {k l : ℕ} (hkl : k ≠ l) : ⟪(Sp ^ k) v, (Sp ^ l) w⟫_ℂ = 0 := by
  -- move pair creators across, as annihilators, to the shorter ladder, which runs out of pairs
  have key : ∀ (c : ℂ) (x y : V), Sm x = 0 → N x = c • x →
      ∀ i j : ℕ, i < j → ⟪(Sp ^ j) y, (Sp ^ i) x⟫_ℂ = 0 := by
    intro c x y hx hNx i
    induction i with
    | zero =>
      intro j hj
      obtain ⟨m, rfl⟩ : ∃ m, j = m + 1 := ⟨j - 1, by omega⟩
      rw [pow_succ_apply, h.adj, pow_zero, Module.End.one_apply, hx, inner_zero_right]
    | succ i ih =>
      intro j hj
      obtain ⟨m, rfl⟩ : ∃ m, j = m + 1 := ⟨j - 1, by omega⟩
      rw [pow_succ_apply Sp m y, h.adj, ladder_down h hx hNx i, inner_smul_right,
        ih m (by omega), mul_zero]
  rcases lt_or_gt_of_ne hkl with hlt | hgt
  · exact inner_eq_zero_symm.1 (key a v w hv hNv k l hlt)
  · exact key b w v hw hNw l k hgt
```

The inner statement `key` always lowers the shorter ladder. The last lines choose which of k and l is smaller and use the symmetry of orthogonality.

## Splitting off one pair by projection

Taking adjoints in [N, S+] = 2S+ gives N S- = S- N − 2S-, so S- lowers the particle number by two.

Let R be the image under S+ of the eigenspace of N at n − 2. Project ψ orthogonally onto R and write the projection as S+ φ. The remainder v = ψ − S+ φ is orthogonal to R and satisfies N v = n v, because N S+ φ = n S+ φ. Then S- v has particle number n − 2, so S+ S- v lies in R, and

‖S- v‖² = ⟨S+ S- v, v⟩ = 0.

Hence ψ = v + S+ φ with v pair-free.

```lean
/-- A state of particle number `n` is a pair-free state plus one pair added to a state of
particle number `n - 2`. -/
theorem split_off_pair [FiniteDimensional ℂ V] (h : QuasiSpin Sp Sm N W) {n : ℂ} {ψ : V}
    (hψ : N ψ = n • ψ) :
    ∃ v φ : V, Sm v = 0 ∧ N v = n • v ∧ N φ = (n - 2) • φ ∧ ψ = v + Sp φ := by
  -- pair annihilation lowers the particle number by two
  have lower : ∀ x, N (Sm x) = Sm (N x) - (2 : ℂ) • Sm x := by
    intro x
    refine ext_inner_left ℂ fun u => ?_
    have e : Sp (N u) = N (Sp u) - (Sp u + Sp u) := by
      rw [← two_smul ℂ (Sp u), ← h.raise u]
      abel
    rw [← h.herm u (Sm x), ← h.adj (N u) x, e, inner_sub_left, inner_add_left,
      h.herm (Sp u) x, h.adj u (N x), h.adj u x, inner_sub_right, inner_smul_right]
    ring
  -- project onto the states that contain a pair
  let R : Submodule ℂ V := (Module.End.eigenspace N (n - 2)).map Sp
  have : CompleteSpace R := FiniteDimensional.complete ℂ R
  obtain ⟨w, hw, ho⟩ := Submodule.HasOrthogonalProjection.exists_orthogonal (K := R) ψ
  obtain ⟨φ, hφ, rfl⟩ := Submodule.mem_map.1 hw
  have hφ' : N φ = (n - 2) • φ := Module.End.mem_eigenspace_iff.1 hφ
  have hq : N (ψ - Sp φ) = n • (ψ - Sp φ) := by
    have e := h.raise φ
    rw [hφ', map_smul] at e
    rw [map_sub, hψ]
    linear_combination (norm := module) (-1 : ℂ) • e
  have hm : Sm (ψ - Sp φ) ∈ Module.End.eigenspace N (n - 2) := by
    rw [Module.End.mem_eigenspace_iff, lower, hq, map_smul]
    module
  refine ⟨ψ - Sp φ, φ, ?_, hq, hφ', by abel⟩
  rw [← inner_self_eq_zero (𝕜 := ℂ), ← h.adj]
  exact (Submodule.mem_orthogonal _ _).1 ho _ (Submodule.mem_map_of_mem hm)
```

`lower` is the adjoint relation, tested against an arbitrary vector `u`. `hq` and `hm` are the two particle-number statements, and the last two lines are the norm argument.

Adjointness is essential here. On V = ℂ take S+ = 0, S- = 1 and N = W. The other three relations hold and every vector is an eigenvector of N, but only the zero vector satisfies S- v = 0, so no non-zero state has a decomposition.

## Repeating the split until nothing is left

Apply the same split to φ, whose particle number is n − 2, and continue. After K steps the remainder has particle number n − 2K. If it were non-zero, then |n − 2K| ≤ ‖N‖. But for K > ‖N‖ + |n|,

|n − 2K| ≥ 2K − |n| > ‖N‖,

so the remainder vanishes and the sum stops.

```lean
/-- Seniority decomposition: a state of particle number `n` is a finite sum of mutually orthogonal
states, the `k`-th being `k` pairs added to a pair-free state of particle number `n - 2k`. -/
theorem seniority_decomposition [FiniteDimensional ℂ V] (h : QuasiSpin Sp Sm N W) {n : ℂ}
    {ψ : V} (hψ : N ψ = n • ψ) :
    ∃ (K : ℕ) (v : ℕ → V), (∀ k, Sm (v k) = 0 ∧ N (v k) = (n - 2 * k) • v k) ∧
      (∀ k l, k ≠ l → ⟪(Sp ^ k) (v k), (Sp ^ l) (v l)⟫_ℂ = 0) ∧
      ψ = ∑ k ∈ Finset.range K, (Sp ^ k) (v k) := by
  -- split off pairs repeatedly until no state is left
  have key : ∀ (K : ℕ) (n : ℂ) (ψ : V), (∀ φ, N φ = (n - 2 * K) • φ → φ = 0) →
      N ψ = n • ψ → ∃ v : ℕ → V, (∀ k : ℕ, Sm (v k) = 0 ∧ N (v k) = (n - 2 * k) • v k) ∧
        ψ = ∑ k ∈ Finset.range K, (Sp ^ k) (v k) := by
    intro K
    induction K with
    | zero =>
      intro n ψ h0 hψ
      exact ⟨fun _ => 0, fun k => by simp, by simpa using h0 ψ (by simpa using hψ)⟩
    | succ K ih =>
      intro n ψ h0 hψ
      obtain ⟨v0, φ, hv0, hN0, hφ, e⟩ := split_off_pair h hψ
      obtain ⟨v, hv, ev⟩ := ih (n - 2) φ
        (fun χ hχ => h0 χ (by rw [hχ]; push_cast; module)) hφ
      refine ⟨fun k => match k with | 0 => v0 | j + 1 => v j, ?_, ?_⟩
      · rintro (_ | k)
        · exact ⟨hv0, by simpa using hN0⟩
        · refine ⟨(hv k).1, ?_⟩
          change N (v k) = (n - 2 * ((k + 1 : ℕ) : ℂ)) • v k
          rw [(hv k).2]
          push_cast
          module
      · rw [Finset.sum_range_succ']
        change ψ = ∑ k ∈ Finset.range K, (Sp ^ (k + 1)) (v k) + (Sp ^ 0) v0
        simp only [pow_succ_apply, pow_zero, Module.End.one_apply]
        rw [← map_sum, ← ev, e, add_comm]
  -- `N` is bounded, so `n - 2K` is no eigenvalue once `K` is large
  obtain ⟨K, hK⟩ := exists_nat_gt (‖LinearMap.toContinuousLinearMap N‖ + ‖n‖)
  obtain ⟨v, hv, e⟩ := key K n ψ (fun φ hφ => by
    by_contra hne
    have h1 := (LinearMap.toContinuousLinearMap N).le_opNorm φ
    rw [LinearMap.coe_toContinuousLinearMap', hφ, norm_smul] at h1
    have h2 := le_of_mul_le_mul_right h1 (norm_pos_iff.2 hne)
    have h3 := norm_sub_norm_le (2 * (K : ℂ)) n
    have h4 : ‖2 * (K : ℂ)‖ = 2 * K := by simp
    rw [norm_sub_rev, h4] at h3
    have h5 : (0 : ℝ) ≤ K := Nat.cast_nonneg K
    linarith) hψ
  exact ⟨K, v, hv, fun k l hkl =>
    ladder_orthogonal h (hv k).1 (hv k).2 (hv l).1 (hv l).2 hkl, e⟩
```

The theorem returns a number `K` and a sequence `v`, and `Finset.range K` lets k run from 0 to K − 1. For ψ = 0 the sum may be empty. The eigenvalue `n` is typed as complex, though for non-zero ψ Hermiticity makes it real. In the proof, `key` is an induction on `K`: it puts the new pair-free vector at position 0 and shifts the earlier ones up by one. `ladder_orthogonal` then supplies the orthogonality.

## The components are unique

Suppose two such sums, with vectors v_k and w_k, are equal. Zero vectors can be added to the shorter one, so let both have K terms. The differences u_k = v_k − w_k are again pair-free with particle number n − 2k, and Σ_l (S+)^l u_l = 0. Taking the inner product with (S+)^k u_k leaves one term:

0 = ‖(S+)^k u_k‖².

```lean
/-- Two seniority decompositions for the same `n`, with the same number of terms and equal sums,
have equal components. -/
theorem seniority_components_unique (h : QuasiSpin Sp Sm N W) {n : ℂ} {K : ℕ} {v w : ℕ → V}
    (hv : ∀ k, Sm (v k) = 0 ∧ N (v k) = (n - 2 * k) • v k)
    (hw : ∀ k, Sm (w k) = 0 ∧ N (w k) = (n - 2 * k) • w k)
    (e : ∑ k ∈ Finset.range K, (Sp ^ k) (v k) = ∑ k ∈ Finset.range K, (Sp ^ k) (w k))
    {k : ℕ} (hk : k < K) : (Sp ^ k) (v k) = (Sp ^ k) (w k) := by
  have hu : ∀ j, Sm (v j - w j) = 0 ∧ N (v j - w j) = (n - 2 * j) • (v j - w j) := fun j =>
    ⟨by rw [map_sub, (hv j).1, (hw j).1, sub_self],
      by rw [map_sub, (hv j).2, (hw j).2, smul_sub]⟩
  have hs : ∑ l ∈ Finset.range K, (Sp ^ l) (v l - w l) = 0 := by
    simp only [map_sub, Finset.sum_sub_distrib]
    rw [e, sub_self]
  -- the overlap with the k-th difference isolates its norm
  have h0 : ⟪(Sp ^ k) (v k - w k), ∑ l ∈ Finset.range K, (Sp ^ l) (v l - w l)⟫_ℂ = 0 := by
    rw [hs, inner_zero_right]
  rw [inner_sum, Finset.sum_eq_single k
    (fun l _ hl => ladder_orthogonal h (hu k).1 (hu k).2 (hu l).1 (hu l).2 (Ne.symm hl))
    (fun hk' => absurd (Finset.mem_range.2 hk) hk')] at h0
  have h1 := inner_self_eq_zero.1 h0
  rwa [map_sub, sub_eq_zero] at h1
```

What is unique is the component (S+)^k v_k, not always v_k itself: (S+)^k may annihilate a non-zero pair-free vector, and every multiple of that vector then gives the same zero component.

## Seniority is bounded by W

For a pair-free v with N v = ν v, the first rung gives

‖S+ v‖² = ⟨v, S- S+ v⟩ = (W − ν) ‖v‖².

The left side is non-negative, so ν ≤ W when v ≠ 0.

```lean
/-- The particle number `ν` of a non-zero pair-free state is at most `W`. -/
theorem seniority_le (h : QuasiSpin Sp Sm N W) {ν : ℝ} {v : V} (hne : v ≠ 0)
    (hv : Sm v = 0) (hN : N v = (ν : ℂ) • v) : ν ≤ W := by
  have e : ⟪Sp v, Sp v⟫_ℂ = ((W - ν : ℝ) : ℂ) * ⟪v, v⟫_ℂ := by
    have d := ladder_down h hv hN 0
    simp only [zero_add, pow_one, pow_zero, Module.End.one_apply, Nat.cast_zero] at d
    rw [h.adj, d, inner_smul_right]
    push_cast
    ring
  have e' := congrArg Complex.re e
  have n1 : (⟪Sp v, Sp v⟫_ℂ).re = ‖Sp v‖ ^ 2 := inner_self_eq_norm_sq (𝕜 := ℂ) (Sp v)
  have n2 : (⟪v, v⟫_ℂ).re = ‖v‖ ^ 2 := inner_self_eq_norm_sq (𝕜 := ℂ) v
  rw [Complex.re_ofReal_mul, n1, n2] at e'
  have hp : 0 < ‖v‖ ^ 2 := pow_pos (norm_pos_iff.2 hne) 2
  by_contra hlt
  nlinarith [sq_nonneg ‖Sp v‖, mul_pos (sub_pos.2 (not_le.1 hlt)) hp]
```

The same argument on higher rungs gives the normalisation

‖(S+)^(k+1) v‖² = (k+1)(W − ν − k) ‖(S+)^k v‖².

In finite dimension a ladder built on v ≠ 0 must end. If (S+)^k v is its last non-zero rung, the left side vanishes and W − ν = k. Thus W − ν is a non-negative integer, the largest number of pairs that v can take; this sharper statement is not among the Lean theorems.

## Energies of the pairing Hamiltonian

For k = 0, H v = 0. For k + 1 pairs, removing one pair and putting it back gives

H (S+)^(k+1) v = −G (k+1)(W − ν − k) (S+)^(k+1) v.

With k pairs in total the energy is therefore −G k (W − ν − k + 1).

```lean
/-- On `k` pairs added to a pair-free state of particle number `ν`, the pairing Hamiltonian acts as
multiplication by `-G k (W - ν - k + 1)`. -/
theorem pairing_energy (h : QuasiSpin Sp Sm N W) (G : ℝ) {ν : ℂ} {v : V} (hv : Sm v = 0)
    (hN : N v = ν • v) (k : ℕ) :
    pairingHamiltonian G Sp Sm ((Sp ^ k) v) =
      (-((G : ℂ) * k * (W - ν - k + 1))) • (Sp ^ k) v := by
  cases k with
  | zero => simp [pairingHamiltonian, hv]
  | succ k =>
    simp only [pairingHamiltonian, LinearMap.smul_apply, Module.End.mul_apply]
    rw [ladder_down h hv hN k, map_smul, ← pow_succ_apply Sp k v]
    push_cast
    module
```

When (S+)^k v is non-zero, it is an eigenvector of H with this energy. For this one-coupling model with degenerate levels, the formula gives exact energies against which a numerical pairing code can be tested.

## Two pair levels as an example

Leave out singly occupied levels and take the basis e_0 (empty), e_1 and e_2 (one level filled), e_3 (both filled). Pair creation acts as

S+ e_0 = e_1 + e_2, S+ e_1 = S+ e_2 = e_3, S+ e_3 = 0.

```lean
/-- Pair creation on two pair levels, in the basis empty, first filled, second filled, both. -/
def pairUp : Module.End ℂ (EuclideanSpace ℂ (Fin 4)) where
  toFun x := !₂[0, x 0, x 0, x 1 + x 2]
  map_add' x y := by
    ext i; fin_cases i <;> simp
    ring
  map_smul' c x := by
    ext i; fin_cases i <;> simp
    ring
```

Its adjoint removes a pair:

S- e_0 = 0, S- e_1 = S- e_2 = e_0, S- e_3 = e_1 + e_2.

```lean
/-- Pair annihilation on two pair levels. -/
def pairDown : Module.End ℂ (EuclideanSpace ℂ (Fin 4)) where
  toFun x := !₂[x 1 + x 2, x 3, x 3, 0]
  map_add' x y := by
    ext i; fin_cases i <;> simp
    ring
  map_smul' c x := by
    ext i; fin_cases i <;> simp
    ring
```

The particle numbers of the four basis states are 0, 2, 2 and 4.

```lean
/-- The particle number on two pair levels, with values 0, 2, 2, 4. -/
def pairNumber : Module.End ℂ (EuclideanSpace ℂ (Fin 4)) where
  toFun x := !₂[0, 2 * x 1, 2 * x 2, 4 * x 3]
  map_add' x y := by ext i; fin_cases i <;> simp <;> ring
  map_smul' c x := by ext i; fin_cases i <;> simp <;> ring
```

The relations hold with W = 2. On the empty state, for instance, [S+, S-] e_0 = −S- (e_1 + e_2) = −2 e_0 = (N − 2) e_0. The proof checks each relation in coordinates.

```lean
/-- The operators on two pair levels are quasi-spin operators with `W = 2`. -/
theorem quasiSpin_witness : QuasiSpin pairUp pairDown pairNumber 2 where
  adj x y := by
    simp [pairUp, pairDown, PiLp.inner_apply, Fin.sum_univ_four]
    ring
  herm x y := by
    have h2 : (starRingEnd ℂ) 2 = 2 := by apply Complex.ext <;> simp
    have h4 : (starRingEnd ℂ) 4 = 4 := by apply Complex.ext <;> simp
    simp [pairNumber, PiLp.inner_apply, Fin.sum_univ_four]
    rw [h2, h4]
    ring
  pair x := by
    ext i; fin_cases i <;> simp [pairUp, pairDown, pairNumber] <;> ring
  raise x := by
    ext i; fin_cases i <;> simp [pairUp, pairNumber]
    ring

end

end SeniorityDecomposition
```

In this space the state with only the first level filled decomposes as

e_1 = (e_1 − e_2)/2 + S+ (e_0/2).

In normalised terms it has weight 1/2 on seniority 2 and weight 1/2 on seniority 0. Yet e_1 − e_2 contains no singly occupied level: it is pair-free only in the sense that the collective S- annihilates it. Quasi-spin seniority therefore differs from the seniority number of electronic-structure theory, which counts singly occupied orbitals.

```lean
#print axioms SeniorityDecomposition.seniority_decomposition
#print axioms SeniorityDecomposition.seniority_components_unique
#print axioms SeniorityDecomposition.seniority_le
#print axioms SeniorityDecomposition.pairing_energy
```

```
'SeniorityDecomposition.seniority_decomposition' depends on axioms: [propext, Classical.choice, Quot.sound]
'SeniorityDecomposition.seniority_components_unique' depends on axioms: [propext, Classical.choice, Quot.sound]
'SeniorityDecomposition.seniority_le' depends on axioms: [propext, Classical.choice, Quot.sound]
'SeniorityDecomposition.pairing_energy' depends on axioms: [propext, Classical.choice, Quot.sound]
```
